# A kick that commutes with the potential transfers, on average, the recoil energy to a stationary state of zero mean momentum

A neutron strikes an atom bound in a crystal and gives it momentum $k$. A free atom at rest would take up the recoil energy $R=k^2/(2m)$. The bound atom is neither free nor at rest, so how much energy does it take up, and with what spread?

Consider motion in one dimension, along the kick. Let $H=T+V$ be the atom's Hamiltonian, with $T$ the kinetic and $V$ the potential energy, $p$ its momentum, $E$ its initial energy and $f$ the expectation value. In three dimensions the transverse kinetic energy commutes with the kick and can be counted in $V$, so that $T$ remains the kinetic energy along the kick. The kick is an invertible $U$, physically $e^{ikx}$ with $\hbar=1$. The $n$-th moment of the energy transfer is $f(U^{-1}(H-E)^nU)$.

In Lean 4 with Mathlib:

```lean
import Mathlib

namespace RecoilSpectroscopy

noncomputable section

variable {A : Type*} [Ring A] [Algebra ℂ A]
```

Observables are elements of a complex algebra `A`; `kicked U a` is $U^{-1}aU$.

```lean
/-- The recoil energy `k² / (2m)` of a free particle of mass `m`, initially at rest, that takes up
momentum `k`. -/
def recoilEnergy (m k : ℝ) : ℝ := k ^ 2 / (2 * m)

/-- The observable `a` after the kick `U`, that is `U⁻¹ a U`. -/
def kicked (U : Aˣ) (a : A) : A := (↑U⁻¹ : A) * a * (U : A)
```

The assumptions on the particle and on the state form two structures.

```lean
/-- A particle of mass `m` with momentum `p`, kinetic energy `T` and potential `V`, and a kick `U`
that commutes with the potential and raises the momentum by `k`. -/
structure MomentumKick (m k : ℝ) (p T V : A) (U : Aˣ) : Prop where
  mass_pos : 0 < m
  kinetic : (2 * (m : ℂ)) • T = p ^ 2
  comm : (U : A) * V = V * (U : A)
  kick : kicked U p = p + (k : ℂ) • (1 : A)

/-- A normalized linear functional `f` that describes a stationary state of `H` with energy `E`. -/
structure Stationary (H : A) (E : ℝ) (f : A →ₗ[ℂ] ℂ) : Prop where
  norm : f 1 = 1
  left : ∀ a, f (H * a) = E * f a
  right : ∀ a, f (a * H) = E * f a
```

## The kick raises the momentum by $k$

The field `kick` says $U^{-1}pU=p+k$. Since the inner factors $UU^{-1}$ cancel, conjugation respects powers, so

$$U^{-1}p^2U=(p+k)^2=p^2+2kp+k^2.$$

The lemma proves this cancellation by induction. Without the shift rule, the change in $p^2$ is undetermined. Finite matrices satisfy the rule only for $k=0$, as taking the trace shows, so a finite basis can represent a real kick only approximately.

```lean
omit [Algebra ℂ A] in
/-- The kick acts on a power of an observable as the power of the kicked observable. -/
theorem kicked_pow (U : Aˣ) (a : A) (n : ℕ) : kicked U (a ^ n) = kicked U a ^ n := by
  induction n with
  | zero => simp [kicked]
  | succ n ih =>
    rw [pow_succ, pow_succ, ← ih]
    simp only [kicked, mul_assoc, Units.mul_inv_cancel_left]
```

## The state has one sharp energy

Write $D=H-E$. For an eigenstate, $f(Ha)=f(aH)=Ef(a)$, hence $f(Da)=f(aD)=0$ for every $a$. The fields `left` and `right` each give one half of the lemma. Without them, terms in $D$ survive in the moments. A thermal mixture of different energies has no single $E$ and is not covered directly.

```lean
/-- In a stationary state, a product with `H - E` at its left or right end has expectation zero. -/
theorem stationary_edge {H : A} {E : ℝ} {f : A →ₗ[ℂ] ℂ} (s : Stationary H E f) (a : A) :
    f ((H - (E : ℂ) • (1 : A)) * a) = 0 ∧ f (a * (H - (E : ℂ) • (1 : A))) = 0 := by
  constructor
  · rw [sub_mul, smul_mul_assoc, one_mul, map_sub, map_smul, s.left, smul_eq_mul, sub_self]
  · rw [mul_sub, mul_smul_comm, mul_one, map_sub, map_smul, s.right, smul_eq_mul, sub_self]
```

## The mass is positive and $2mT=p^2$

These conditions describe a nonrelativistic particle and give $T=p^2/(2m)$. The algebra needs only $m\neq0$; positivity is the physical requirement. At $m=0$ the relation would no longer determine $T$.

```lean
variable {m k E : ℝ} {p T V : A} {U : Aˣ} {f : A →ₗ[ℂ] ℂ}

/-- The kinetic energy is `p² / (2m)`. -/
theorem kinetic_eq (h : MomentumKick m k p T V U) : T = (1 / (2 * (m : ℂ))) • p ^ 2 := by
  have hm : (2 * (m : ℂ)) ≠ 0 :=
    mul_ne_zero two_ne_zero (Complex.ofReal_ne_zero.mpr h.mass_pos.ne')
  rw [← h.kinetic, smul_smul, one_div, inv_mul_cancel₀ hm, one_smul]
```

## The potential commutes with the kick

A potential that depends on position alone commutes with $e^{ikx}$, so $U^{-1}VU=V$. Dividing the expanded square by $2m$ then gives

$$U^{-1}DU=D+W,\qquad W=\frac{k}{m}p+R.$$

In the proof, `hV` treats the potential, and `hsq` and `hT` the kinetic energy. Without `comm`, the extra term $U^{-1}VU-V$ remains, as it generally does for the nonlocal pseudopotentials of electronic structure theory.

```lean
/-- The kick changes `H - E` by a Doppler term `(k/m) p` and the recoil energy. -/
theorem kicked_energy (h : MomentumKick m k p T V U) :
    kicked U (T + V - (E : ℂ) • (1 : A)) =
      (T + V - (E : ℂ) • (1 : A)) +
        (((k : ℂ) / m) • p + (recoilEnergy m k : ℂ) • (1 : A)) := by
  -- the potential is unchanged
  have hV : (↑U⁻¹ : A) * V * (U : A) = V := by
    rw [mul_assoc, ← h.comm, Units.inv_mul_cancel_left]
  -- the kinetic energy is that of the shifted momentum
  have hsq : (p + (k : ℂ) • (1 : A)) ^ 2 =
      p ^ 2 + (2 * (k : ℂ)) • p + ((k : ℂ) ^ 2) • (1 : A) := by
    simp only [pow_two, add_mul, mul_add, smul_mul_assoc, mul_smul_comm, one_mul, mul_one]
    module
  have hT : (↑U⁻¹ : A) * T * (U : A) =
      T + ((k : ℂ) / m) • p + (recoilEnergy m k : ℂ) • (1 : A) := by
    have h2 : (↑U⁻¹ : A) * p ^ 2 * (U : A) = (p + (k : ℂ) • (1 : A)) ^ 2 := by
      rw [← h.kick, ← kicked_pow, kicked]
    rw [kinetic_eq h, mul_smul_comm, smul_mul_assoc, h2, hsq]
    simp only [recoilEnergy]
    push_cast
    module
  simp only [kicked, mul_sub, mul_add, sub_mul, add_mul, mul_smul_comm, smul_mul_assoc,
    mul_one, Units.inv_mul]
  rw [hT, hV]
  abel
```

## The expectation value is normalised

With $f(1)=1$ and $f(D)=0$,

$$f(U^{-1}DU)=R+\frac{k}{m}f(p).$$

Without normalisation, $R$ would be multiplied by $f(1)$.

```lean
/-- The mean energy transfer is the recoil energy plus `k/m` times the mean momentum. -/
theorem mean_energy_transfer (h : MomentumKick m k p T V U) (s : Stationary (T + V) E f) :
    f (kicked U (T + V - (E : ℂ) • (1 : A))) = recoilEnergy m k + (k : ℂ) / m * f p := by
  have h0 := (stationary_edge s 1).1
  rw [mul_one] at h0
  rw [kicked_energy h, map_add, h0, map_add, map_smul, map_smul, s.norm]
  simp only [smul_eq_mul]
  ring
```

## The mean momentum vanishes

For $f(p)=0$, as in a bound stationary state of a potential fixed in space, the mean is $R$. For the second moment, expand

$$(D+W)^2=D(D+W)+WD+W^2.$$

The first two terms have $D$ at an edge and vanish. What remains is

$$f(W^2)=\frac{k^2}{m^2}f(p^2)+\frac{2kR}{m}f(p)+R^2=R^2+4Rf(T),$$

because $f(p^2)=2mf(T)$ and $2k^2/m=4R$. In the proof, `key` is the expansion and `hW` the square of $W$. Without $f(p)=0$, the mean keeps its Doppler term and the second moment the term $2kRf(p)/m$.

For one struck particle in such a state, the variance $4Rf(T)$ links the width of a recoil spectrum at fixed $k$ to the mean kinetic energy along the kick.

```lean
/-- In a stationary state of zero mean momentum the energy transfer has first moment `R` and
second moment `R² + 4 R ⟨T⟩`, where `R` is the recoil energy and `T` the kinetic energy. -/
theorem recoil_moments (h : MomentumKick m k p T V U) (s : Stationary (T + V) E f)
    (hp : f p = 0) :
    f (kicked U (T + V - (E : ℂ) • (1 : A))) = recoilEnergy m k ∧
    f (kicked U ((T + V - (E : ℂ) • (1 : A)) ^ 2)) =
      (recoilEnergy m k : ℂ) ^ 2 + 4 * recoilEnergy m k * f T := by
  refine ⟨by rw [mean_energy_transfer h s, hp, mul_zero, add_zero], ?_⟩
  have key : ∀ D W : A, (D + W) ^ 2 = D * (D + W) + W * D + W * W := by
    intro D W
    noncomm_ring
  have hW : ∀ c r : ℂ, (c • p + r • (1 : A)) * (c • p + r • (1 : A)) =
      (c ^ 2) • p ^ 2 + (2 * c * r) • p + (r ^ 2) • (1 : A) := by
    intro c r
    simp only [pow_two, add_mul, mul_add, smul_mul_assoc, mul_smul_comm, one_mul, mul_one]
    module
  have hm : (m : ℂ) ≠ 0 := Complex.ofReal_ne_zero.mpr h.mass_pos.ne'
  -- only the square of the Doppler and recoil terms survives
  rw [kicked_pow, kicked_energy h, key, map_add, map_add, (stationary_edge s _).1,
    (stationary_edge s _).2, hW, ← h.kinetic]
  simp only [map_add, map_smul, smul_eq_mul, hp, s.norm, recoilEnergy]
  push_cast
  field_simp
  ring
```

## The potential enters the third moment

About $R$, the third moment is $f((D+cp)^3)$ with $c=k/m$. Dropping the terms with $D$ at an edge leaves $c^2f(pDp)+c^3f(p^3)$. Moreover,

$$2pDp=[p,[D,p]]+p^2D+Dp^2,\qquad [D,p]=[V,p],$$

since $T$ commutes with $p$. The third moment is therefore $\tfrac{c^2}{2}f([p,[V,p]])+c^3f(p^3)$, whatever the value of $f(p)$. The steps `hd` and `hc` are these two identities.

```lean
/-- The third moment of the energy transfer about the recoil energy is fixed by the double
commutator `[p, [V, p]]` and the third moment of the momentum. -/
theorem third_moment (h : MomentumKick m k p T V U) (s : Stationary (T + V) E f) :
    f (kicked U ((T + V - (E : ℂ) • (1 : A) - (recoilEnergy m k : ℂ) • (1 : A)) ^ 3)) =
      ((k : ℂ) / m) ^ 2 / 2 * f (p * (V * p - p * V) - (V * p - p * V) * p) +
        ((k : ℂ) / m) ^ 3 * f (p ^ 3) := by
  have hsub : ∀ (D : A) (r : ℂ), kicked U (D - r • (1 : A)) = kicked U D - r • (1 : A) := by
    intro D r
    simp only [kicked, mul_sub, sub_mul, mul_smul_comm, smul_mul_assoc, mul_one, Units.inv_mul]
  have key : ∀ D W : A,
      (D + W) ^ 3 = D * (D + W) ^ 2 + W * (D + W) * D + W * D * W + W ^ 3 := by
    intro D W
    noncomm_ring
  have hTp : T * p = p * T := by
    rw [kinetic_eq h, smul_mul_assoc, mul_smul_comm, ← pow_succ, ← pow_succ']
  -- the momentum fails to commute with the energy only through the potential
  have hc : (T + V - (E : ℂ) • (1 : A)) * p - p * (T + V - (E : ℂ) • (1 : A)) =
      V * p - p * V := by
    simp only [sub_mul, add_mul, mul_sub, mul_add, smul_mul_assoc, mul_smul_comm,
      one_mul, mul_one]
    rw [hTp]
    abel
  have hd : ∀ D : A, p * D * p + p * D * p =
      (p * (D * p - p * D) - (D * p - p * D) * p) + p ^ 2 * D + D * p ^ 2 := by
    intro D
    noncomm_ring
  have h2 := congrArg f (hd (T + V - (E : ℂ) • (1 : A)))
  rw [hc, map_add, map_add, map_add, (stationary_edge s _).1, (stationary_edge s _).2] at h2
  rw [kicked_pow, hsub, kicked_energy h, ← add_assoc, add_sub_cancel_right, key, map_add,
    map_add, map_add, (stationary_edge s _).1, (stationary_edge s _).2, smul_pow]
  simp only [smul_mul_assoc, mul_smul_comm, map_smul, smul_eq_mul]
  linear_combination ((k : ℂ) / m) ^ 2 / 2 * h2
```

## A free standing wave meets every condition

Take $V=0$ and functions of momentum, on which $p$ multiplies and $U$ translates by $k$. In the code below, `x` stands for the momentum, not for the position in $e^{ikx}$.

```lean
/-- Multiplication by a function `g` of the momentum, on wave functions of the momentum. -/
def mulOp (g : ℝ → ℂ) : Module.End ℂ (ℝ → ℂ) where
  toFun ψ := fun x => g x * ψ x
  map_add' ψ φ := funext fun x => mul_add (g x) (ψ x) (φ x)
  map_smul' c ψ := funext fun x => mul_left_comm (g x) c (ψ x)

/-- Translation of a momentum wave function by `k`. -/
def shiftOp (k : ℝ) : Module.End ℂ (ℝ → ℂ) where
  toFun ψ := fun x => ψ (x - k)
  map_add' _ _ := rfl
  map_smul' _ _ := rfl

/-- Translation by `k` as an invertible operator. -/
def boost (k : ℝ) : (Module.End ℂ (ℝ → ℂ))ˣ where
  val := shiftOp k
  inv := shiftOp (-k)
  val_inv := LinearMap.ext fun ψ => funext fun x => by
    change ψ (x - k - -k) = ψ x
    congr 1
    ring
  inv_val := LinearMap.ext fun ψ => funext fun x => by
    change ψ (x - -k - k) = ψ x
    congr 1
    ring
```

The state superposes $q$ and $-q$ equally. `pairState` has the value 1 at both; for $q\neq0$ the normalised amplitudes are $1/\sqrt2$, and for $q=0$ there is a single momentum with amplitude 1. `standingWave` supplies the normalised average. This normalisation sums over discrete momenta; on the infinite line a standing wave is not square-integrable, so the state is an idealisation.

```lean
/-- The wave function equal to one at the momenta `q` and `-q` and zero elsewhere. -/
def pairState (q : ℝ) : ℝ → ℂ := fun x => if x ^ 2 = q ^ 2 then 1 else 0

/-- The functional that averages `a (pairState q)` over the momenta `q` and `-q`. -/
def standingWave (q : ℝ) : Module.End ℂ (ℝ → ℂ) →ₗ[ℂ] ℂ where
  toFun a := (a (pairState q) q + a (pairState q) (-q)) / 2
  map_add' a b := by
    simp only [LinearMap.add_apply, Pi.add_apply]
    ring
  map_smul' c a := by
    simp only [LinearMap.smul_apply, Pi.smul_apply, smul_eq_mul, RingHom.id_apply]
    ring
```

The last theorem checks each condition pointwise and finds $f(T)=q^2/(2m)$.

```lean
/-- A free particle in the state `standingWave q`, kicked by `boost k`, meets all hypotheses of
`recoil_moments`, with mean kinetic energy `q² / (2m)`. -/
theorem recoil_witness (m k q : ℝ) (hm : 0 < m) :
    MomentumKick m k (mulOp fun x => (x : ℂ)) (mulOp fun x => ((x ^ 2 / (2 * m) : ℝ) : ℂ))
      0 (boost k) ∧
    Stationary (mulOp (fun x => ((x ^ 2 / (2 * m) : ℝ) : ℂ)) + 0) (q ^ 2 / (2 * m))
      (standingWave q) ∧
    standingWave q (mulOp fun x => (x : ℂ)) = 0 ∧
    standingWave q (mulOp fun x => ((x ^ 2 / (2 * m) : ℝ) : ℂ)) =
      ((q ^ 2 / (2 * m) : ℝ) : ℂ) := by
  have hm' : (m : ℂ) ≠ 0 := Complex.ofReal_ne_zero.mpr hm.ne'
  have h1 : pairState q q = 1 := by simp [pairState]
  have h2 : pairState q (-q) = 1 := by simp [pairState]
  refine ⟨⟨hm, ?_, by simp, ?_⟩, ⟨?_, ?_, ?_⟩, ?_, ?_⟩
  · rw [pow_two]
    refine LinearMap.ext fun ψ => funext fun x => ?_
    change (2 * (m : ℂ)) * (((x ^ 2 / (2 * m) : ℝ) : ℂ) * ψ x) = (x : ℂ) * ((x : ℂ) * ψ x)
    have hx : (2 * (m : ℂ)) * ((x ^ 2 / (2 * m) : ℝ) : ℂ) = (x : ℂ) ^ 2 := by
      push_cast
      field_simp
    linear_combination ψ x * hx
  · refine LinearMap.ext fun ψ => funext fun x => ?_
    change ((x - -k : ℝ) : ℂ) * ψ (x - -k - k) = (x : ℂ) * ψ x + (k : ℂ) * ψ x
    rw [show x - -k - k = x by ring]
    push_cast
    ring
  · change (pairState q q + pairState q (-q)) / 2 = 1
    rw [h1, h2]
    norm_num
  · intro a
    rw [add_zero]
    change (((q ^ 2 / (2 * m) : ℝ) : ℂ) * a (pairState q) q +
      (((-q) ^ 2 / (2 * m) : ℝ) : ℂ) * a (pairState q) (-q)) / 2 =
      ((q ^ 2 / (2 * m) : ℝ) : ℂ) * ((a (pairState q) q + a (pairState q) (-q)) / 2)
    rw [neg_sq]
    ring
  · intro a
    -- the wave function is an eigenvector of the kinetic energy
    have he : mulOp (fun x => ((x ^ 2 / (2 * m) : ℝ) : ℂ)) (pairState q) =
        ((q ^ 2 / (2 * m) : ℝ) : ℂ) • pairState q := by
      funext x
      change ((x ^ 2 / (2 * m) : ℝ) : ℂ) * pairState q x =
        ((q ^ 2 / (2 * m) : ℝ) : ℂ) * pairState q x
      by_cases hx : x ^ 2 = q ^ 2
      · rw [hx]
      · have h0 : pairState q x = 0 := if_neg hx
        rw [h0, mul_zero, mul_zero]
    rw [add_zero]
    change (a (mulOp _ (pairState q)) q + a (mulOp _ (pairState q)) (-q)) / 2 =
      ((q ^ 2 / (2 * m) : ℝ) : ℂ) * ((a (pairState q) q + a (pairState q) (-q)) / 2)
    rw [he, map_smul]
    simp only [Pi.smul_apply, smul_eq_mul]
    ring
  · change ((q : ℂ) * pairState q q + ((-q : ℝ) : ℂ) * pairState q (-q)) / 2 = 0
    rw [h1, h2]
    push_cast
    ring
  · change (((q ^ 2 / (2 * m) : ℝ) : ℂ) * pairState q q +
      (((-q) ^ 2 / (2 * m) : ℝ) : ℂ) * pairState q (-q)) / 2 = _
    rw [h1, h2, neg_sq]
    ring

end

end RecoilSpectroscopy
```

```lean
#print axioms RecoilSpectroscopy.recoil_moments
-- 'RecoilSpectroscopy.recoil_moments' depends on axioms: [propext, Classical.choice, Quot.sound]
#print axioms RecoilSpectroscopy.third_moment
-- 'RecoilSpectroscopy.third_moment' depends on axioms: [propext, Classical.choice, Quot.sound]
```

For $m=1$, $k=2$, $q=3$, we have $R=2$ and $f(T)=9/2$. The momenta $3$ and $-3$ become $5$ and $-1$, with energy transfers $8$ and $-4$. Their mean is $2=R$, and their mean square is $(64+16)/2=40=R^2+4Rf(T)$.

## What a Hilbert space would add

The algebra carries no adjoint and $f$ no positivity. A model with self-adjoint operators, a unitary kick and a state vector would make these expressions moments of a probability distribution, at the price of domain conditions for the unbounded operators $p$ and $H$.
